# Contracting both components to the large part of an electronic eigenvector lowers its energy or leaves it unchanged

Let a Hermitian matrix Dirac problem with positive definite metric have a solution at energy $E$ with coefficient vectors $u\neq0$ for the large and $y$ for the small component, in two bases of equal size, where $E$ lies above all energies of the small-component block alone. If the coefficient vectors of both components are restricted to multiples of $u$, the upper of the two resulting energies is at most $E$, and it equals $E$ exactly when $y$ is a multiple of $u$.

```lean
import Mathlib

open Matrix
open scoped ComplexOrder

namespace X2CContraction

noncomputable section

variable {n : Type*} [Fintype n]

/-- The matrix element `x† K z` of a matrix `K` between two coefficient vectors. -/
def braket (x : n → ℂ) (K : Matrix n n ℂ) (z : n → ℂ) : ℂ := star x ⬝ᵥ K *ᵥ z

/-- The mean energy `x† K x / x† S x` of a coefficient vector `x`, for Hermitian `K` and `S`
with `x† S x` nonzero. -/
def rayleigh (K S : Matrix n n ℂ) (x : n → ℂ) : ℝ := (braket x K x).re / (braket x S x).re

/-- `ε` is an eigenvalue of the 2 by 2 pencil obtained by restricting the large component to
multiples of `u` and the small component to multiples of `v`. -/
def IsContractedEnergy (A B D S M : Matrix n n ℂ) (u v : n → ℂ) (ε : ℝ) : Prop :=
  ∃ α β : ℂ, (α ≠ 0 ∨ β ≠ 0) ∧
    α * braket u A u + β * braket u B v = ε * (α * braket u S u) ∧
    α * braket v Bᴴ u + β * braket v D v = ε * (β * braket v M v)

/-- The two-level formula for the upper energy of the contracted pencil, for Hermitian `A`, `D`,
positive definite `S`, `M` and nonzero `u`, `v`. -/
def upperEnergy (A B D S M : Matrix n n ℂ) (u v : n → ℂ) : ℝ :=
  (rayleigh A S u + rayleigh D M v) / 2 +
    √(((rayleigh A S u - rayleigh D M v) / 2) ^ 2 +
      Complex.normSq (braket u B v) / ((braket u S u).re * (braket v M v).re))

/-- Conjugating a matrix element exchanges bra and ket and takes the adjoint of the matrix. -/
theorem braket_star (x : n → ℂ) (K : Matrix n n ℂ) (z : n → ℂ) :
    star (braket x K z) = braket z Kᴴ x := by
  unfold braket
  rw [← Matrix.star_dotProduct, Matrix.star_mulVec, ← Matrix.dotProduct_mulVec]

/-- The diagonal matrix elements of a Hermitian matrix are real. -/
theorem braket_real {K : Matrix n n ℂ} (hK : K.IsHermitian) (x : n → ℂ) :
    braket x K x = ((braket x K x).re : ℂ) :=
  (Complex.conj_eq_iff_re.mp (by rw [starRingEnd_apply, braket_star, hK.eq])).symm

/-- A positive definite matrix has a positive real diagonal element at every nonzero vector. -/
theorem braket_pos {K : Matrix n n ℂ} (hK : K.PosDef) {x : n → ℂ} (hx : x ≠ 0) :
    ∃ r : ℝ, 0 < r ∧ braket x K x = r :=
  ⟨(braket x K x).re, (Complex.lt_def.mp (hK.dotProduct_mulVec_pos hx)).1,
    braket_real hK.isHermitian x⟩

/-- Secular equation: a 2 by 2 Hermitian pencil with diagonal metric has a nonzero solution
at `ε` exactly when its determinant vanishes. -/
theorem secular_equation (a d s m ε : ℝ) (b : ℂ) :
    (∃ α β : ℂ, (α ≠ 0 ∨ β ≠ 0) ∧ α * a + β * b = ε * (α * s) ∧
      α * star b + β * d = ε * (β * m)) ↔
    (a - ε * s) * (d - ε * m) = Complex.normSq b := by
  have hb : b * star b = (Complex.normSq b : ℂ) := Complex.mul_conj b
  constructor
  · rintro ⟨α, β, h0, h1, h2⟩
    have h : ((a : ℂ) - ε * s) * ((d : ℂ) - ε * m) = (Complex.normSq b : ℂ) := by
      rw [← hb]
      rcases h0 with h0 | h0
      · apply mul_left_cancel₀ h0
        linear_combination ((d : ℂ) - ε * m) * h1 - b * h2
      · apply mul_left_cancel₀ h0
        linear_combination ((a : ℂ) - ε * s) * h2 - star b * h1
    exact_mod_cast h
  · intro h
    have h' : ((a : ℂ) - ε * s) * ((d : ℂ) - ε * m) = b * star b := by
      rw [hb]
      exact_mod_cast h
    by_cases hb0 : b = 0
    · rw [hb0, zero_mul] at h'
      rcases mul_eq_zero.mp h' with h1 | h1
      · exact ⟨1, 0, Or.inl one_ne_zero, by linear_combination h1, by rw [hb0]; simp⟩
      · exact ⟨0, 1, Or.inr one_ne_zero, by rw [hb0]; simp, by linear_combination h1⟩
    · exact ⟨-b, (a : ℂ) - ε * s, Or.inl (neg_ne_zero.mpr hb0), by ring,
        by linear_combination h'⟩

/-- For Hermitian `A`, `D`, positive definite `S`, `M` and nonzero `u`, `v`, the two-level formula
gives the greatest eigenvalue of the contracted pencil. -/
theorem upperEnergy_isGreatest {A B D S M : Matrix n n ℂ} {u v : n → ℂ}
    (hA : A.IsHermitian) (hD : D.IsHermitian) (hS : S.PosDef) (hM : M.PosDef)
    (hu : u ≠ 0) (hv : v ≠ 0) :
    IsGreatest {ε : ℝ | IsContractedEnergy A B D S M u v ε} (upperEnergy A B D S M u v) := by
  obtain ⟨a, ha⟩ : ∃ a : ℝ, braket u A u = a := ⟨_, braket_real hA u⟩
  obtain ⟨d, hd⟩ : ∃ d : ℝ, braket v D v = d := ⟨_, braket_real hD v⟩
  obtain ⟨s, hs0, hs⟩ := braket_pos hS hu
  obtain ⟨m, hm0, hm⟩ := braket_pos hM hv
  have e : upperEnergy A B D S M u v = (a / s + d / m) / 2 +
      √(((a / s - d / m) / 2) ^ 2 + Complex.normSq (braket u B v) / (s * m)) := by
    simp only [upperEnergy, rayleigh, ha, hd, hs, hm, Complex.ofReal_re]
  -- the secular equation as a completed square in the energy
  have key : ∀ ε : ℝ, IsContractedEnergy A B D S M u v ε ↔ (ε - (a / s + d / m) / 2) ^ 2 =
      ((a / s - d / m) / 2) ^ 2 + Complex.normSq (braket u B v) / (s * m) := by
    intro ε
    have h1 : IsContractedEnergy A B D S M u v ε ↔
        (a - ε * s) * (d - ε * m) = Complex.normSq (braket u B v) := by
      unfold IsContractedEnergy
      rw [← secular_equation, ha, hd, hs, hm, ← braket_star u B v]
    have h2 : (ε - (a / s + d / m) / 2) ^ 2 -
        (((a / s - d / m) / 2) ^ 2 + Complex.normSq (braket u B v) / (s * m)) =
        ((a - ε * s) * (d - ε * m) - Complex.normSq (braket u B v)) / (s * m) := by
      field_simp
      ring
    rw [h1, ← sub_eq_zero, ← sub_eq_zero (a := (ε - (a / s + d / m) / 2) ^ 2), h2,
      div_eq_zero_iff, or_iff_left (mul_pos hs0 hm0).ne']
  have hR : 0 ≤ ((a / s - d / m) / 2) ^ 2 + Complex.normSq (braket u B v) / (s * m) :=
    add_nonneg (sq_nonneg _) (div_nonneg (Complex.normSq_nonneg _) (mul_pos hs0 hm0).le)
  rw [e]
  constructor
  · refine (key _).2 ?_
    rw [add_sub_cancel_left, Real.sq_sqrt hR]
  · intro ε hε
    have h := Real.abs_le_sqrt ((key ε).1 hε).le
    linarith [le_abs_self (ε - (a / s + d / m) / 2)]

/-- Let `(u, y)` be an eigenvector at `E`, with `E M - D` Hermitian. The quadratic form of the
pencil at `E`, taken at a trial vector `(α u, z)`, is minus that of `E M - D` at `z - α y`. -/
theorem completed_square {A B D S M : Matrix n n ℂ} {u y : n → ℂ} {E : ℝ}
    (hN : ((E : ℂ) • M - D).IsHermitian)
    (hL : A *ᵥ u + B *ᵥ y = (E : ℂ) • (S *ᵥ u))
    (hs : Bᴴ *ᵥ u + D *ᵥ y = (E : ℂ) • (M *ᵥ y)) (α : ℂ) (z : n → ℂ) :
    star α * α * (braket u A u - E * braket u S u) + star α * braket u B z +
      α * braket z Bᴴ u + (braket z D z - E * braket z M z) =
    -braket (z - α • y) ((E : ℂ) • M - D) (z - α • y) := by
  have split : ∀ x w : n → ℂ, braket x ((E : ℂ) • M - D) w =
      E * braket x M w - braket x D w := by
    intro x w
    simp only [braket, Matrix.sub_mulVec, Matrix.smul_mulVec, dotProduct_sub, dotProduct_smul,
      smul_eq_mul]
  -- the small-component equation eliminates the coupling block
  have h1 : ∀ x, braket x Bᴴ u = braket x ((E : ℂ) • M - D) y := by
    intro x
    have h := congrArg (fun t => star x ⬝ᵥ t) hs
    simp only [dotProduct_add, dotProduct_smul, smul_eq_mul] at h
    rw [split]
    simp only [braket]
    linear_combination h
  have h2 : ∀ x, braket u B x = braket y ((E : ℂ) • M - D) x := by
    intro x
    have h := congrArg star (h1 x)
    rwa [braket_star, braket_star, Matrix.conjTranspose_conjTranspose, hN.eq] at h
  have h3 : braket u A u + braket u B y = E * braket u S u := by
    have h := congrArg (fun t => star u ⬝ᵥ t) hL
    simpa only [braket, dotProduct_add, dotProduct_smul, smul_eq_mul] using h
  have expand : ∀ K : Matrix n n ℂ, braket (z - α • y) K (z - α • y) =
      braket z K z - α * braket z K y - star α * braket y K z +
        star α * α * braket y K y := by
    intro K
    simp only [braket, Matrix.mulVec_sub, Matrix.mulVec_smul, star_sub, star_smul,
      sub_dotProduct, dotProduct_sub, smul_dotProduct, dotProduct_smul, smul_eq_mul]
    ring
  rw [h2 y] at h3
  rw [expand, h2 z, h1 z]
  linear_combination star α * α * h3 + split z z

/-- Let a Hermitian pencil with positive definite metric have an eigenvector `(u, y)` at `E`, with
`u` nonzero and `D - E M` negative definite. Contracting to `u` and a nonzero `v` gives an upper
energy at most `E`, with equality exactly when `y` is a multiple of `v`. -/
theorem upperEnergy_le {A B D S M : Matrix n n ℂ} {u y v : n → ℂ} {E : ℝ}
    (hA : A.IsHermitian) (hD : D.IsHermitian) (hS : S.PosDef) (hM : M.PosDef)
    (hN : ((E : ℂ) • M - D).PosDef) (hu : u ≠ 0) (hv : v ≠ 0)
    (hL : A *ᵥ u + B *ᵥ y = (E : ℂ) • (S *ᵥ u))
    (hs : Bᴴ *ᵥ u + D *ᵥ y = (E : ℂ) • (M *ᵥ y)) :
    upperEnergy A B D S M u v ≤ E ∧
      (upperEnergy A B D S M u v = E ↔ ∃ c : ℂ, y = c • v) := by
  obtain ⟨hmem, hub⟩ := upperEnergy_isGreatest (B := B) hA hD hS hM hu hv
  generalize upperEnergy A B D S M u v = ε at hmem hub ⊢
  -- if `y = c v`, then `(1, c)` solves the contracted problem at `E`
  have back : (∃ c : ℂ, y = c • v) → E ≤ ε := by
    rintro ⟨c, rfl⟩
    have h : IsContractedEnergy A B D S M u v E := by
      unfold IsContractedEnergy
      refine ⟨1, c, Or.inl one_ne_zero, ?_, ?_⟩
      · have e := congrArg (fun t => star u ⬝ᵥ t) hL
        simp only [Matrix.mulVec_smul, dotProduct_add, dotProduct_smul, smul_eq_mul] at e
        simp only [braket]
        linear_combination e
      · have e := congrArg (fun t => star v ⬝ᵥ t) hs
        simp only [Matrix.mulVec_smul, dotProduct_add, dotProduct_smul, smul_eq_mul] at e
        simp only [braket]
        linear_combination e
    exact hub h
  obtain ⟨α, β, h0, h1, h2⟩ := hmem
  obtain ⟨s, hs0, hs'⟩ := braket_pos hS hu
  obtain ⟨m, hm0, hm'⟩ := braket_pos hM hv
  have hα : star α * α = (Complex.normSq α : ℂ) := Complex.normSq_eq_conj_mul_self.symm
  have hβ : star β * β = (Complex.normSq β : ℂ) := Complex.normSq_eq_conj_mul_self.symm
  have hg : 0 < Complex.normSq α * s + Complex.normSq β * m := by
    rcases h0 with h | h
    · exact add_pos_of_pos_of_nonneg (mul_pos (Complex.normSq_pos.mpr h) hs0)
        (mul_nonneg (Complex.normSq_nonneg _) hm0.le)
    · exact add_pos_of_nonneg_of_pos (mul_nonneg (Complex.normSq_nonneg _) hs0.le)
        (mul_pos (Complex.normSq_pos.mpr h) hm0)
  -- the energy error times the norm is a positive definite form of the mismatch
  have defect : ((E : ℂ) - ε) * (Complex.normSq α * s + Complex.normSq β * m) =
      braket (β • v - α • y) ((E : ℂ) • M - D) (β • v - α • y) := by
    have sq := completed_square hN.isHermitian hL hs α (β • v)
    have l : ∀ (x z : n → ℂ) (K : Matrix n n ℂ) (c : ℂ),
        braket x K (c • z) = c * braket x K z := by
      intro x z K c
      simp only [braket, Matrix.mulVec_smul, dotProduct_smul, smul_eq_mul]
    have r : ∀ (x z : n → ℂ) (K : Matrix n n ℂ) (c : ℂ),
        braket (c • x) K z = star c * braket x K z := by
      intro x z K c
      simp only [braket, star_smul, smul_dotProduct, smul_eq_mul]
    simp only [l, r] at sq
    rw [← hα, ← hβ, ← hs', ← hm']
    linear_combination star α * h1 + star β * h2 - sq
  by_cases hw : β • v - α • y = 0
  · have hz : braket (0 : n → ℂ) ((E : ℂ) • M - D) 0 = 0 := by simp [braket]
    rw [hw, hz] at defect
    have d' : (E - ε) * (Complex.normSq α * s + Complex.normSq β * m) = 0 := by
      exact_mod_cast defect
    have hE : E - ε = 0 := (mul_eq_zero.mp d').resolve_right hg.ne'
    have hα0 : α ≠ 0 := by
      intro h
      have hb : β ≠ 0 := h0.resolve_left (not_not.mpr h)
      rw [h, zero_smul, sub_zero] at hw
      exact (smul_ne_zero hb hv) hw
    refine ⟨by linarith, fun _ => ⟨β / α, ?_⟩, fun _ => by linarith⟩
    rw [div_eq_inv_mul, mul_smul, sub_eq_zero.mp hw, smul_smul, inv_mul_cancel₀ hα0, one_smul]
  · obtain ⟨r, hr0, hr⟩ := braket_pos hN hw
    rw [hr] at defect
    have d' : (E - ε) * (Complex.normSq α * s + Complex.normSq β * m) = r := by
      exact_mod_cast defect
    have hlt : 0 < E - ε := by
      by_contra h
      nlinarith [mul_nonneg (neg_nonneg.mpr (not_lt.mp h)) hg.le]
    exact ⟨by linarith, fun h => by linarith, fun h => by linarith [back h]⟩

/-- Contracting both components to `u`: for a Hermitian pencil with positive definite metric,
eigenvector `(u, y)` at `E`, `u` nonzero and `D - E M` negative definite, using `u` for both
components gives an upper energy at most `E`, and equal to `E` only if `y` is a multiple of `u`, in
which case it is equal. -/
theorem contraction_before_decoupling_overbinds {A B D S M : Matrix n n ℂ} {u y : n → ℂ} {E : ℝ}
    (hA : A.IsHermitian) (hD : D.IsHermitian) (hS : S.PosDef) (hM : M.PosDef)
    (hN : ((E : ℂ) • M - D).PosDef) (hu : u ≠ 0)
    (hL : A *ᵥ u + B *ᵥ y = (E : ℂ) • (S *ᵥ u))
    (hs : Bᴴ *ᵥ u + D *ᵥ y = (E : ℂ) • (M *ᵥ y)) :
    upperEnergy A B D S M u u ≤ E ∧
      (upperEnergy A B D S M u u = E ↔ ∃ c : ℂ, y = c • u) :=
  upperEnergy_le hA hD hS hM hN hu hu hL hs

/-- Under the same conditions, and with `y` nonzero, contracting the large component to `u` and
the small component to its own `y` gives the upper energy `E` exactly. -/
theorem matched_contraction_exact {A B D S M : Matrix n n ℂ} {u y : n → ℂ} {E : ℝ}
    (hA : A.IsHermitian) (hD : D.IsHermitian) (hS : S.PosDef) (hM : M.PosDef)
    (hN : ((E : ℂ) • M - D).PosDef) (hu : u ≠ 0) (hy : y ≠ 0)
    (hL : A *ᵥ u + B *ᵥ y = (E : ℂ) • (S *ᵥ u))
    (hs : Bᴴ *ᵥ u + D *ᵥ y = (E : ℂ) • (M *ᵥ y)) :
    upperEnergy A B D S M u y = E :=
  (upperEnergy_le hA hD hS hM hN hu hy hL hs).2.mpr ⟨1, (one_smul ℂ y).symm⟩

/-- With `A = D = -1`, unit metric and the coupling `B` that swaps two basis functions, the vectors
`u = (1, 0)` and `y = (0, 1)` form an eigenvector at `E = 0` with `D - E M` negative definite,
while contracting both components to `u` gives the upper energy `-1`. -/
theorem overbinding_witness :
    (((0 : ℝ) : ℂ) • (1 : Matrix (Fin 2) (Fin 2) ℂ) - (-1)).PosDef ∧
    (-1 : Matrix (Fin 2) (Fin 2) ℂ) *ᵥ ![1, 0] + !![0, 1; 1, 0] *ᵥ ![0, 1] =
      ((0 : ℝ) : ℂ) • ((1 : Matrix (Fin 2) (Fin 2) ℂ) *ᵥ ![1, 0]) ∧
    (!![0, 1; 1, 0] : Matrix (Fin 2) (Fin 2) ℂ)ᴴ *ᵥ ![1, 0] +
      (-1 : Matrix (Fin 2) (Fin 2) ℂ) *ᵥ ![0, 1] =
      ((0 : ℝ) : ℂ) • ((1 : Matrix (Fin 2) (Fin 2) ℂ) *ᵥ ![0, 1]) ∧
    upperEnergy (-1) !![0, 1; 1, 0] (-1) 1 1 ![1, 0] ![1, 0] = -1 := by
  refine ⟨?_, ?_, ?_, ?_⟩
  · rw [Complex.ofReal_zero, zero_smul, zero_sub, neg_neg]
    exact Matrix.PosDef.one
  · ext i
    fin_cases i <;> simp [Matrix.neg_mulVec]
  · ext i
    fin_cases i <;> simp [Matrix.neg_mulVec]
  · have h1 : braket ![1, 0] (-1 : Matrix (Fin 2) (Fin 2) ℂ) ![1, 0] = -1 := by
      simp [braket, Matrix.neg_mulVec, dotProduct, Fin.sum_univ_two]
    have h2 : braket ![1, 0] (1 : Matrix (Fin 2) (Fin 2) ℂ) ![1, 0] = 1 := by
      simp [braket, dotProduct, Fin.sum_univ_two]
    have h3 : braket ![1, 0] (!![0, 1; 1, 0] : Matrix (Fin 2) (Fin 2) ℂ) ![1, 0] = 0 := by
      simp [braket, Matrix.mulVec, dotProduct, Fin.sum_univ_two]
    norm_num [upperEnergy, rayleigh, h1, h2, h3]

end

end X2CContraction
```

```lean
#print axioms X2CContraction.contraction_before_decoupling_overbinds
-- 'X2CContraction.contraction_before_decoupling_overbinds' depends on axioms: [propext, Classical.choice, Quot.sound]
#print axioms X2CContraction.matched_contraction_exact
-- 'X2CContraction.matched_contraction_exact' depends on axioms: [propext, Classical.choice, Quot.sound]
```

## Large-component coefficients in the small component

An exact two-component (X2C) calculation decouples the electronic solutions of a matrix Dirac equation from the negative-energy ones. If the basis is contracted first, the small component also needs contraction coefficients. Take restricted kinetic balance with small-component functions $(\boldsymbol\sigma\cdot\mathbf p)\chi/2c$ in atomic units, where $\chi$ runs over the large-component functions, and measure energies from the electron's rest energy. Then $B$ below is the kinetic matrix $T$. In the nonrelativistic limit $D\to-T$ and $M\to0$, which gives $y=u$, so the coefficients of $u$ look natural for both components. At finite speed of light $y$ generally differs from $u$.

The equations are

$$Au+By=ESu,\qquad B^\dagger u+Dy=EMy,$$

with $A,D$ Hermitian and the metrics $S,M$ positive definite. In Lean these are `hL` and `hs`. The finite type `n` labels the basis functions of either component, so both have the same dimension. Vectors need not be normalised, and `braket x K z` is $x^\dagger Kz$.

The hypothesis `hN` says that $N=EM-D$ is positive definite, which is the same as $D-EM$ negative definite. It places $E$ on the electronic side of the small-component block, and it is assumed here, not derived from a potential.

`IsContractedEnergy` says that a real $\varepsilon$ admits a nonzero pair $(\alpha,\beta)$ solving the equations projected onto $u$ and a vector $v$. `upperEnergy` is the two-level formula for the larger such $\varepsilon$. The main theorem, `contraction_before_decoupling_overbinds`, takes $v=u$; `upperEnergy_le` allows any $v\neq0$. By `matched_contraction_exact`, the choice $v=y\neq0$ returns $E$.

Reading the upper energy as an X2C energy takes one further step: exact decoupling inside the contracted space must preserve that eigenvalue. If it does, the result says, for one contracted function per component, that contracting with $u$ before decoupling overbinds unless $y$ is a multiple of $u$.

## The upper root of the contracted problem

Write $a=u^\dagger Au$, $d=v^\dagger Dv$, $s=u^\dagger Su$, $m=v^\dagger Mv$ and $b=u^\dagger Bv$. The contracted equations are

$$\alpha a+\beta b=\varepsilon\alpha s,\qquad \alpha b^*+\beta d=\varepsilon\beta m.$$

Eliminating one coefficient gives $(a-\varepsilon s)(d-\varepsilon m)=|b|^2$. Conversely, if this holds and $b\neq0$, then $(-b,\,a-\varepsilon s)$ is a solution; if $b=0$, one factor vanishes and $(1,0)$ or $(0,1)$ works. This is `secular_equation`. Dividing by $sm>0$ and completing the square,

$$\left(\varepsilon-\tfrac12\left(\tfrac as+\tfrac dm\right)\right)^2=\tfrac14\left(\tfrac as-\tfrac dm\right)^2+\frac{|b|^2}{sm}.$$

The nonnegative square root gives the greatest solution, as `upperEnergy_isGreatest` proves through its step `key`.

## The energy error as a positive form

The small-component equation reads $B^\dagger u=Ny$. Hence $z^\dagger B^\dagger u=z^\dagger Ny$ and $u^\dagger Bz=y^\dagger Nz$ for every $z$. The large-component equation then gives $u^\dagger(A-ES)u=-u^\dagger By=-y^\dagger Ny$. The quadratic form of the full problem at $E$, taken at $(\alpha u,z)$, is therefore

$$-|\alpha|^2y^\dagger Ny+\alpha^*y^\dagger Nz+\alpha z^\dagger Ny-z^\dagger Nz=-(z-\alpha y)^\dagger N(z-\alpha y).$$

This is `completed_square`; its steps `h1`, `h2` and `h3` are the three substitutions.

Now let $\varepsilon$ be the upper energy, with solution $(\alpha,\beta)$. Multiply the contracted equations by $\alpha^*$ and $\beta^*$, add them, and subtract $E$ times the norm $g=|\alpha|^2s+|\beta|^2m>0$. With $z=\beta v$ this gives

$$(E-\varepsilon)\,g=w^\dagger Nw,\qquad w=\beta v-\alpha y,$$

which is `defect` in `upperEnergy_le`. The right side is nonnegative, so $\varepsilon\le E$.

The proof then splits on whether $w=0$. If $w\neq0$, the inequality is strict. If $w=0$, then $\varepsilon=E$; here $\alpha\neq0$, since otherwise $\beta v=0$ with $\beta$ and $v$ both nonzero, and so $y=(\beta/\alpha)v$. Conversely, if $y=cv$, projecting the original equations onto $u$ and $v$ shows that $(1,c)$ solves the contracted problem at $E$. Then $E\le\varepsilon$ (`back`), and equality follows.

## Numbers for a two-function basis

Take $S=M=1$, $D=-1$ and

$$A=\begin{pmatrix}-2&-1\\-1&0\end{pmatrix},\quad B=\begin{pmatrix}1&1\\1&0\end{pmatrix},\quad u=\begin{pmatrix}1\\0\end{pmatrix},\quad y=\begin{pmatrix}1\\1\end{pmatrix}.$$

These matrices only illustrate the algebra: $B$ is indefinite, so it is not a kinetic matrix from restricted kinetic balance. Both equations hold at $E=0$, and $N=1$. Contracting both components to $u$ gives $(-2-\varepsilon)(-1-\varepsilon)=1$, with upper root $(-3+\sqrt5)/2\approx-0.382$. Using $y$ for the small component gives $(-2-\varepsilon)(-2-2\varepsilon)=4$, with upper root $0$. The file's `overbinding_witness` is another purely algebraic example of the strict case, where the energy falls from $0$ to $-1$.

## A negative-energy solution breaks the bound

With no condition on $D-EM$, the bound can fail even for one basis function. Take the model values $A=D=0$ and $B=S=M=1$, which are chosen for the algebra and do not describe an atom. Then $u=1$, $y=-1$ is a solution at $E=-1$, where $D-EM=1$. Contraction changes nothing here, and the upper energy is $1>E$.
